# A sharp enough valley in the density of states at the Fermi level makes the quartic Stoner term negative

In the Stoner model at zero temperature, with a rigid band and a fixed total filling, the energy is expanded in the magnetization $m$. Its $m^4$ coefficient is negative exactly when $3N'^2<NN''$ at the Fermi level, where $N$ is the density of states per spin, smooth and positive there. The chemical potential $\mu$ is modelled as a continuous local solution of $\nu(\mu(x))=x$, where $\nu(e)$ counts the states per spin up to energy $e$ and $x$ is the filling of one spin species. Since $N=\nu'$ is positive, this counting gives $\mu'=1/N(\mu)$.

```lean
import Mathlib

open Filter Topology

namespace StonerTransitionOrder

/-- A band near filling `n` per spin: `ν` is the integrated density of states, `N` the density of
states, positive at the Fermi level `μ n`, with slope `N₁` and curvature `N₂` there; `μ` is the
continuous chemical potential that solves `ν (μ x) = x`, and `F` is the band energy, `F' = μ`. -/
structure IsBand (N N₁ : ℝ → ℝ) (N₂ : ℝ) (ν μ F : ℝ → ℝ) (n : ℝ) : Prop where
  count : ∀ᶠ e in 𝓝 (μ n), HasDerivAt ν (N e) e
  slope : ∀ᶠ e in 𝓝 (μ n), HasDerivAt N (N₁ e) e
  curv : HasDerivAt N₁ N₂ (μ n)
  pos : 0 < N (μ n)
  cont : ∀ᶠ x in 𝓝 n, ContinuousAt μ x
  fill : ∀ᶠ x in 𝓝 n, ν (μ x) = x
  energy : ∀ᶠ x in 𝓝 n, HasDerivAt F (μ x) x

/-- Stoner energy at magnetization `m`: the band energies of the two spin species with fillings
`n + m/2` and `n - m/2`, minus the exchange energy `I m² / 4`. -/
noncomputable def energy (F : ℝ → ℝ) (I n m : ℝ) : ℝ :=
  F (n + m / 2) + F (n - m / 2) - I * m ^ 2 / 4

variable {N N₁ ν μ F : ℝ → ℝ} {N₂ n : ℝ}

/-- The first three derivatives of the chemical potential of a band with respect to filling,
expressed through the density of states and its derivatives at the Fermi level. -/
theorem chemicalPotential_derivs (h : IsBand N N₁ N₂ ν μ F n) :
    (∀ᶠ x in 𝓝 n, HasDerivAt μ (1 / N (μ x)) x) ∧
    (∀ᶠ x in 𝓝 n, HasDerivAt (fun y => 1 / N (μ y)) (-N₁ (μ x) / N (μ x) ^ 3) x) ∧
    HasDerivAt (fun y => -N₁ (μ y) / N (μ y) ^ 3)
      ((3 * N₁ (μ n) ^ 2 - N (μ n) * N₂) / N (μ n) ^ 5) n := by
  have hc : Tendsto μ (𝓝 n) (𝓝 (μ n)) := h.cont.self_of_nhds
  have hpos : ∀ᶠ x in 𝓝 n, 0 < N (μ x) :=
    hc.eventually (h.slope.self_of_nhds.continuousAt.tendsto.eventually (lt_mem_nhds h.pos))
  -- inverse function rule for ν (μ x) = x
  have h1 : ∀ᶠ x in 𝓝 n, HasDerivAt μ (1 / N (μ x)) x := by
    filter_upwards [h.cont, hc.eventually h.count, hpos, h.fill.eventually_nhds]
      with x c1 c2 c3 c4
    exact (HasDerivAt.of_local_left_inverse c1 c2 c3.ne' c4).congr_deriv (one_div _).symm
  refine ⟨h1, ?_, ?_⟩
  · filter_upwards [h1, hc.eventually h.slope, hpos] with x m1 s1 p1
    have p := p1.ne'
    have q : HasDerivAt (fun y => N (μ y)) (N₁ (μ x) * (1 / N (μ x))) x := s1.comp x m1
    exact ((hasDerivAt_const x (1 : ℝ)).fun_div q p).congr_deriv (by field_simp; ring)
  · have p := h.pos.ne'
    have q : HasDerivAt (fun y => N (μ y)) (N₁ (μ n) * (1 / N (μ n))) n :=
      h.slope.self_of_nhds.comp n h1.self_of_nhds
    have q1 : HasDerivAt (fun y => N₁ (μ y)) (N₂ * (1 / N (μ n))) n :=
      h.curv.comp n h1.self_of_nhds
    have q3 : HasDerivAt (fun y => N (μ y) ^ 3)
        (3 * N (μ n) ^ 2 * (N₁ (μ n) * (1 / N (μ n)))) n :=
      (q.fun_pow 3).congr_deriv (by norm_num)
    exact (q1.fun_neg.fun_div q3 (pow_ne_zero 3 p)).congr_deriv (by field_simp; ring)

/-- Chain rule for the two spin species: as `m` grows, the filling `n + m/2` rises and the filling
`n - m/2` falls, each at rate one half. -/
theorem hasDerivAt_spin {f : ℝ → ℝ} {a b n m : ℝ} (hu : HasDerivAt f a (n + m / 2))
    (hd : HasDerivAt f b (n - m / 2)) :
    HasDerivAt (fun m => f (n + m / 2)) (a / 2) m ∧
    HasDerivAt (fun m => f (n - m / 2)) (-b / 2) m := by
  have h1 : HasDerivAt (fun m : ℝ => n + m / 2) (1 / 2) m :=
    ((hasDerivAt_id' m).div_const 2).const_add n
  have h2 : HasDerivAt (fun m : ℝ => n - m / 2) (-(1 / 2)) m :=
    ((hasDerivAt_id' m).div_const 2).const_sub n
  exact ⟨(hu.comp m h1).congr_deriv (by ring), (hd.comp m h2).congr_deriv (by ring)⟩

/-- The first four derivatives of the Stoner energy in the magnetization, when near filling `n`
one has `F' = μ`, `μ' = a`, `a' = b`, and `b' = c` at `n`. -/
theorem energy_derivs {a b : ℝ → ℝ} {c : ℝ} (hF : ∀ᶠ x in 𝓝 n, HasDerivAt F (μ x) x)
    (hμ : ∀ᶠ x in 𝓝 n, HasDerivAt μ (a x) x) (ha : ∀ᶠ x in 𝓝 n, HasDerivAt a (b x) x)
    (hb : HasDerivAt b c n) (I : ℝ) :
    (∀ᶠ m in 𝓝 (0 : ℝ), HasDerivAt (energy F I n)
      ((μ (n + m / 2) - μ (n - m / 2)) / 2 - I * m / 2) m) ∧
    (∀ᶠ m in 𝓝 (0 : ℝ), HasDerivAt (fun m => (μ (n + m / 2) - μ (n - m / 2)) / 2 - I * m / 2)
      ((a (n + m / 2) + a (n - m / 2)) / 4 - I / 2) m) ∧
    (∀ᶠ m in 𝓝 (0 : ℝ), HasDerivAt (fun m => (a (n + m / 2) + a (n - m / 2)) / 4 - I / 2)
      ((b (n + m / 2) - b (n - m / 2)) / 8) m) ∧
    HasDerivAt (fun m => (b (n + m / 2) - b (n - m / 2)) / 8) (c / 8) 0 := by
  have tu : Tendsto (fun m : ℝ => n + m / 2) (𝓝 0) (𝓝 n) :=
    Continuous.tendsto' (by fun_prop) 0 n (by simp)
  have td : Tendsto (fun m : ℝ => n - m / 2) (𝓝 0) (𝓝 n) :=
    Continuous.tendsto' (by fun_prop) 0 n (by simp)
  refine ⟨?_, ?_, ?_, ?_⟩
  · filter_upwards [tu.eventually hF, td.eventually hF] with m hu hd
    obtain ⟨u, d⟩ := hasDerivAt_spin hu hd
    have q : HasDerivAt (fun m : ℝ => I * m ^ 2 / 4) (I * m / 2) m := by
      have e : (fun m : ℝ => I * m ^ 2 / 4) = fun m => I / 4 * (m * m) := by
        funext m; ring
      rw [e]
      exact (((hasDerivAt_id' m).fun_mul (hasDerivAt_id' m)).const_mul (I / 4)).congr_deriv
        (by ring)
    exact ((u.fun_add d).fun_sub q).congr_deriv (by ring)
  · filter_upwards [tu.eventually hμ, td.eventually hμ] with m hu hd
    obtain ⟨u, d⟩ := hasDerivAt_spin hu hd
    have l : HasDerivAt (fun m : ℝ => I * m / 2) (I / 2) m :=
      (((hasDerivAt_id' m).const_mul I).div_const 2).congr_deriv (by ring)
    exact (((u.fun_sub d).div_const 2).fun_sub l).congr_deriv (by ring)
  · filter_upwards [tu.eventually ha, td.eventually ha] with m hu hd
    obtain ⟨u, d⟩ := hasDerivAt_spin hu hd
    exact (((u.fun_add d).div_const 4).sub_const (I / 2)).congr_deriv (by ring)
  · obtain ⟨u, d⟩ := hasDerivAt_spin (f := b) (a := c) (b := c) (n := n) (m := 0)
      (by simpa using hb) (by simpa using hb)
    exact ((u.fun_sub d).div_const 8).congr_deriv (by ring)

/-- The fourth derivative of the Stoner energy at zero magnetization exists and equals
`(3 N'² - N N'') / (8 N⁵)`, taken at the Fermi level. -/
theorem quartic_coefficient (h : IsBand N N₁ N₂ ν μ F n) (I : ℝ) :
    HasDerivAt (iteratedDeriv 3 (energy F I n))
      ((3 * N₁ (μ n) ^ 2 - N (μ n) * N₂) / (8 * N (μ n) ^ 5)) 0 := by
  obtain ⟨hμ, ha, hb⟩ := chemicalPotential_derivs h
  obtain ⟨d1, d2, d3, d4⟩ := energy_derivs h.energy hμ ha hb I
  have e1 := EventuallyEq.deriv (d1.mono fun _ h => h.deriv)
  have e2 := EventuallyEq.deriv (e1.trans (d2.mono fun _ h => h.deriv))
  have e3 := e2.trans (d3.mono fun _ h => h.deriv)
  have e : iteratedDeriv 3 (energy F I n) = deriv (deriv (deriv (energy F I n))) := by
    rw [iteratedDeriv_eq_iterate]; rfl
  rw [e]
  exact (d4.congr_of_eventuallyEq e3).congr_deriv (by rw [div_div, mul_comm (8 : ℝ)])

/-- The quartic term of the Stoner energy is negative exactly when the density of states has a
sharp enough valley at the Fermi level, `3 N'² < N N''`. -/
theorem quartic_neg_iff (h : IsBand N N₁ N₂ ν μ F n) (I : ℝ) :
    iteratedDeriv 4 (energy F I n) 0 < 0 ↔ 3 * N₁ (μ n) ^ 2 < N (μ n) * N₂ := by
  have e : iteratedDeriv 4 (energy F I n) = deriv (iteratedDeriv 3 (energy F I n)) :=
    iteratedDeriv_succ
  have hp : 0 < 8 * N (μ n) ^ 5 := mul_pos (by norm_num) (pow_pos h.pos 5)
  rw [e, (quartic_coefficient h I).deriv, div_lt_iff₀ hp, zero_mul]
  constructor <;> intro h <;> linarith

/-- A function with positive derivative at zero exceeds its value at zero just to the right. -/
theorem rises_of_deriv_pos {g : ℝ → ℝ} {c : ℝ} (h : HasDerivAt g c 0) (hc : 0 < c) :
    ∀ᶠ x in 𝓝[>] (0 : ℝ), g 0 < g x := by
  have hs := (hasDerivAt_iff_tendsto_slope.1 h).eventually (lt_mem_nhds hc)
  have hsub : Set.Ioi (0 : ℝ) ⊆ {0}ᶜ := by
    intro x hx
    simp only [Set.mem_compl_iff, Set.mem_singleton_iff]
    exact (Set.mem_Ioi.1 hx).ne'
  filter_upwards [hs.filter_mono (nhdsWithin_mono 0 hsub), self_mem_nhdsWithin] with x hx hx0
  have hx1 : 0 < x := hx0
  rw [slope_def_field, sub_zero] at hx
  have := mul_pos hx hx1
  rw [div_mul_cancel₀ _ hx1.ne'] at this
  linarith

/-- If the derivative `g` of `f` vanishes at zero and rises just to the right, so does `f` rise. -/
theorem rises_of_deriv_rises {f g : ℝ → ℝ} (h : ∀ᶠ x in 𝓝 (0 : ℝ), HasDerivAt f (g x) x)
    (h0 : g 0 = 0) (hg : ∀ᶠ x in 𝓝[>] (0 : ℝ), g 0 < g x) :
    ∀ᶠ x in 𝓝[>] (0 : ℝ), f 0 < f x := by
  obtain ⟨ε, hε, hb⟩ := Metric.eventually_nhds_iff.1 (h.and (eventually_nhdsWithin_iff.1 hg))
  filter_upwards [Ioo_mem_nhdsGT hε] with x hx
  have hd : ∀ y, 0 ≤ y → y ≤ x → dist y 0 < ε := by
    intro y y0 y1
    rw [Real.dist_eq, sub_zero, abs_of_nonneg y0]
    linarith [hx.2]
  -- mean value theorem on [0, x]
  obtain ⟨c, hc, he⟩ := exists_hasDerivAt_eq_slope f g hx.1
    (fun y hy => (hb (hd y hy.1 hy.2)).1.continuousAt.continuousWithinAt)
    (fun y hy => (hb (hd y hy.1.le hy.2.le)).1)
  have hp := (hb (hd c hc.1.le hc.2.le)).2 hc.1
  rw [h0, he, sub_zero] at hp
  have := mul_pos hp hx.1
  rw [div_mul_cancel₀ _ hx.1.ne'] at this
  linarith

/-- Below the Stoner threshold, `I N < 1`, the paramagnet is a strict local energy minimum. -/
theorem paramagnet_stable (h : IsBand N N₁ N₂ ν μ F n) {I : ℝ} (hI : I * N (μ n) < 1) :
    ∀ᶠ m in 𝓝[≠] (0 : ℝ), energy F I n 0 < energy F I n m := by
  obtain ⟨hμ, ha, hb⟩ := chemicalPotential_derivs h
  obtain ⟨d1, d2, -, -⟩ := energy_derivs h.energy hμ ha hb I
  have hc : 0 < (1 / N (μ (n + 0 / 2)) + 1 / N (μ (n - 0 / 2))) / 4 - I / 2 := by
    simp only [zero_div, add_zero, sub_zero]
    have := (lt_div_iff₀ h.pos).2 hI
    linarith
  have hr := eventually_nhdsWithin_iff.1
    (rises_of_deriv_rises d1 (by simp) (rises_of_deriv_pos d2.self_of_nhds hc))
  have hn : Tendsto (fun m : ℝ => -m) (𝓝 0) (𝓝 0) :=
    Continuous.tendsto' continuous_neg 0 0 neg_zero
  rw [eventually_nhdsWithin_iff]
  filter_upwards [hr, hn.eventually hr] with m h1 h2 hm
  rcases lt_or_gt_of_ne (show m ≠ 0 from hm) with hl | hl
  · -- the energy is even in m
    have e : energy F I n (-m) = energy F I n m := by
      unfold energy
      rw [show n + -m / 2 = n - m / 2 by ring, show n - -m / 2 = n + m / 2 by ring]
      ring
    rw [← e]
    exact h2 (neg_pos.2 hl)
  · exact h1 hl

/-- Let `3 N'² < N N''` at the Fermi level of a band, and fix `δ > 0`. Then for every exchange
constant below `1 / N` and close enough to it, depending on `δ`, the paramagnet is a strict local
minimum, yet some magnetization between `0` and `δ` has lower energy. -/
theorem first_order_of_valley (h : IsBand N N₁ N₂ ν μ F n)
    (hv : 3 * N₁ (μ n) ^ 2 < N (μ n) * N₂) {δ : ℝ} (hδ : 0 < δ) :
    ∀ᶠ I in 𝓝[<] (1 / N (μ n)),
      (∀ᶠ m in 𝓝[≠] (0 : ℝ), energy F I n 0 < energy F I n m) ∧
      ∃ m ∈ Set.Ioo 0 δ, energy F I n m < energy F I n 0 := by
  obtain ⟨hμ, ha, hb⟩ := chemicalPotential_derivs h
  obtain ⟨d1, d2, d3, d4⟩ := energy_derivs h.energy hμ ha hb (1 / N (μ n))
  have hc : 0 < -((3 * N₁ (μ n) ^ 2 - N (μ n) * N₂) / N (μ n) ^ 5 / 8) := by
    have := div_neg_of_neg_of_pos (sub_neg.2 hv) (pow_pos h.pos 5)
    linarith
  -- at I = 1/N the quartic term decides: pass its sign up to the energy
  have s3 := rises_of_deriv_pos d4.fun_neg hc
  have s2 := rises_of_deriv_rises (d3.mono fun _ h => h.fun_neg) (by simp) s3
  have s1 := rises_of_deriv_rises (d2.mono fun _ h => h.fun_neg)
    (by simp only [zero_div, add_zero, sub_zero]; ring) s2
  have s0 := rises_of_deriv_rises (d1.mono fun _ h => h.fun_neg) (by simp) s1
  have hi : ∀ᶠ m in 𝓝[>] (0 : ℝ), m ∈ Set.Ioo 0 δ := Ioo_mem_nhdsGT hδ
  obtain ⟨m, hm, hmδ⟩ := (s0.and hi).exists
  have hneg : energy F (1 / N (μ n)) n m - energy F (1 / N (μ n)) n 0 < 0 := by
    simp only [neg_lt_neg_iff] at hm
    linarith
  -- the gain in energy survives a small decrease of I
  have hcont : Continuous fun I => energy F I n m - energy F I n 0 := by
    unfold energy
    fun_prop
  have hev := (hcont.tendsto (1 / N (μ n))).eventually (gt_mem_nhds hneg)
  filter_upwards [hev.filter_mono nhdsWithin_le_nhds, self_mem_nhdsWithin] with I h1 h2
  exact ⟨paramagnet_stable h ((lt_div_iff₀ h.pos).1 h2), m, hmδ, by linarith⟩

/-- The density of states `cosh e`, with chemical potential `arsinh x`, is a band at `n = 0` and
satisfies the valley condition there. -/
theorem isBand_witness :
    IsBand Real.cosh Real.sinh 1 Real.sinh Real.arsinh
      (fun x => x * Real.arsinh x - √(1 + x ^ 2)) 0 ∧
    3 * Real.sinh (Real.arsinh 0) ^ 2 < Real.cosh (Real.arsinh 0) * 1 := by
  refine ⟨⟨Eventually.of_forall Real.hasDerivAt_sinh, Eventually.of_forall Real.hasDerivAt_cosh,
    ?_, Real.cosh_pos _, Eventually.of_forall fun x => (Real.hasDerivAt_arsinh x).continuousAt,
    Eventually.of_forall Real.sinh_arsinh, Eventually.of_forall fun x => ?_⟩, by simp⟩
  · simpa using Real.hasDerivAt_sinh (Real.arsinh 0)
  · have hp : HasDerivAt (fun y : ℝ => 1 + y ^ 2) (2 * x) x :=
      (((hasDerivAt_id' x).fun_pow 2).const_add 1).congr_deriv (by norm_num)
    have hs := hp.sqrt (by positivity)
    have e : 2 * x / (2 * √(1 + x ^ 2)) = x * (√(1 + x ^ 2))⁻¹ := by
      rw [mul_div_mul_left _ _ two_ne_zero, div_eq_mul_inv]
    rw [e] at hs
    exact (((hasDerivAt_id' x).fun_mul (Real.hasDerivAt_arsinh x)).fun_sub hs).congr_deriv
      (by ring)

end StonerTransitionOrder
```

```lean
#print axioms StonerTransitionOrder.quartic_neg_iff
-- 'StonerTransitionOrder.quartic_neg_iff' depends on axioms: [propext, Classical.choice, Quot.sound]
#print axioms StonerTransitionOrder.first_order_of_valley
-- 'StonerTransitionOrder.first_order_of_valley' depends on axioms: [propext, Classical.choice, Quot.sound]
```

## The band and its exchange energy

The structure `IsBand` describes a band near filling $n$ per spin. Its fields say that $\nu'=N$ and $N'=$ `N₁` near the Fermi level $\mu(n)$, that $N''=$ `N₂` at the Fermi level itself, and that $N(\mu(n))>0$. The field `fill` is the counting equation, and `energy` says that $F'=\mu$: adding an electron to one spin species costs the chemical potential. All this is required only locally, so the rest of the band may have any shape. A valley with a kink at the Fermi level, or one where $N$ falls to zero there, is not covered.

The Stoner energy `energy F I n m` is

$$E(m)=F(n+\tfrac m2)+F(n-\tfrac m2)-\tfrac{I m^2}{4}.$$

The total filling stays at $2n$, and $m$ is the difference between the two spin fillings. The constant $I$ stands for the exchange interaction in mean field. For a Hubbard repulsion $U$, for instance, $U(n+\frac m2)(n-\frac m2)=Un^2-\frac{Um^2}{4}$, so $I=U$ up to a constant energy. The model is at zero temperature, with a rigid band and a uniform magnetization.

## What is proved about the transition

`quartic_coefficient` says that the third derivative of $E$ is differentiable at $m=0$, with derivative

$$E''''(0)=\frac{3N'^2-NN''}{8N^5},$$

where $N$, $N'$ and $N''$ are taken at $\mu(n)$. The coefficient of $m^4$ in the Taylor expansion is this value divided by 24. By `quartic_neg_iff` it is negative exactly when $3N'^2<NN''$, which is what a sharp enough valley means here. At a minimum of $N$ any positive curvature is enough; away from one, the curvature must outweigh the slope. The inequality can even hold where $N$ has no minimum at all, as for $N(e)=(1-e)^{-1/4}$ at $e<1$.

`first_order_of_valley` draws the consequence. Given such a valley and any $\delta>0$, every $I$ sufficiently close to $1/N$ from below has two properties: the paramagnet $m=0$ is a strict local minimum, and some $m$ between $0$ and $\delta$ has lower energy. How close $I$ must be depends on $\delta$.

This is the signature of a first-order transition, since the paramagnet loses to a magnetized state while it is still locally stable. Where the lowest minimum lies, and at which $I$ it takes over, depends on the band away from the Fermi level. Within this rigid-band mean-field model, the Stoner criterion $IN>1$ therefore tests only local stability, and a spin-polarized calculation started near zero moment can settle in a state that is not the lowest.

## Four derivatives by hand

Differentiating $\nu(\mu(x))=x$ gives $N(\mu)\,\mu'=1$. Positivity of $N$ allows the division, and the chain rule does the rest:

$$\mu'=\frac1N,\qquad \mu''=-\frac{N'}{N^2}\,\mu'=-\frac{N'}{N^3},$$

$$\mu'''=\left(-\frac{N''}{N^3}+\frac{3N'^2}{N^4}\right)\mu'=\frac{3N'^2-NN''}{N^5}.$$

Write $x_\pm=n\pm m/2$. Each derivative in $m$ brings a factor $\pm\frac12$:

$$E'=\frac{\mu(x_+)-\mu(x_-)}2-\frac{Im}2,\qquad E''=\frac{\mu'(x_+)+\mu'(x_-)}4-\frac I2,$$

$$E'''=\frac{\mu''(x_+)-\mu''(x_-)}8,\qquad E''''(0)=\frac{\mu'''(n)}8.$$

At $m=0$ the first and third derivatives vanish, and $E''(0)=\frac12(1/N-I)$. For $I<1/N$ this is positive, so $E'$ is positive just to the right of zero and $E$ rises there. Since $E(-m)=E(m)$, it rises to the left as well, and the paramagnet is a strict local minimum.

At $I=1/N$ the second derivative also vanishes. If $E''''(0)<0$, then $E'''$ is negative just to the right of zero. By the mean value theorem $E''$, then $E'$, and finally $E-E(0)$ are negative there too. Choose one such $m<\delta$ and hold it fixed. The difference $E(m)-E(0)$ is continuous in $I$, so it stays negative when $I$ is lowered slightly.

## The same steps in Lean

`chemicalPotential_derivs` obtains $\mu'$ from Mathlib's inverse function rule, `HasDerivAt.of_local_left_inverse`, and the next two derivatives from the chain and quotient rules; `field_simp` and `ring` bring them to the form above. `hasDerivAt_spin` supplies the factors $\pm\frac12$, and `energy_derivs` uses it to produce the four derivatives of $E$. In `quartic_coefficient`, the steps `e1`, `e2` and `e3` identify the iterated derivative near zero with the explicit formula for $E'''$. The sign criterion then follows because $8N^5>0$.

`rises_of_deriv_pos` turns a positive derivative at zero into a rise to the right, and `rises_of_deriv_rises` passes a rise from a derivative to its function by the mean value theorem. `paramagnet_stable` uses each once and adds evenness. `first_order_of_valley` applies them to the negated derivatives: `s3`, `s2`, `s1` and `s0` are the statements for $-E'''$, $-E''$, $-E'$ and $-E$. The continuity argument is `hcont`.

`isBand_witness` shows that the assumptions are satisfied by $N=\cosh$, $\nu=\sinh$ and $\mu=\operatorname{arsinh}$ at $n=0$, with filling counted from a reference level. There $N=N''=1$ and $N'=0$, so $E''''(0)=-\frac18$.

## Why the inequality must be strict

Suppose the valley condition is relaxed to $3N'^2\le NN''$. A constant density of states $N>0$ satisfies this with equality. With $\nu(e)=Ne$, $\mu(x)=x/N$ and $F(x)=x^2/(2N)$, the energy difference is

$$E(m)-E(0)=\frac{m^2}{4}\left(\frac1N-I\right).$$

For $I<1/N$ this is positive at every $m\ne0$, so no magnetized state lies below the paramagnet, and the conclusion of `first_order_of_valley` fails.
